# The matrix A + iB is unitary exactly when the real block matrix [[A, −B], [B, A]] is orthogonal, and the block matrix is then symplectic

**Q:** My propagation code works in an orthonormal basis and stores the real and imaginary parts of a state vector in two real arrays. Each time step multiplies the stacked array by a real matrix $M$ built from the real part $A$ and the imaginary part $B$ of the propagator, and I test norm conservation by checking $M^TM=1$. I'm told that a theorem in Lean covers this check, and that it calls the step "classical". I doubt that the formal statement says anything about physics.

**A:** Let's do the mathematics first. Take real $n\times n$ matrices $A$ and $B$, and set

$$U=A+iB,\qquad M=\begin{pmatrix}A&-B\\B&A\end{pmatrix},\qquad J=\begin{pmatrix}0&1\\-1&0\end{pmatrix}.$$

Write a state as $\psi=q+ip$ with real vectors $q$ and $p$. Then

$$U\psi=(Aq-Bp)+i(Bq+Ap),$$

and the two brackets are the two halves of $M$ applied to $(q,p)$. So your code does apply $U$.

**Q:** Agreed. Why does $M^TM=1$ test unitarity, and not something weaker?

**A:** Multiply out both products. Since $U^\dagger=A^T-iB^T$,

$$U^\dagger U=S+iK,\qquad S=A^TA+B^TB,\qquad K=A^TB-B^TA.$$

On the real side,

$$M^TM=\begin{pmatrix}A^T&B^T\\-B^T&A^T\end{pmatrix}\begin{pmatrix}A&-B\\B&A\end{pmatrix}=\begin{pmatrix}S&-K\\K&S\end{pmatrix}.$$

Each product is the identity exactly when $S=1$ and $K=0$, so the two tests are the same test.

**Q:** And where does $J$ come in?

**A:** It is the imaginary part of the Hermitian product. For a second state $\varphi=q'+ip'$,

$$\langle\psi|\varphi\rangle=(q\cdot q'+p\cdot p')+i(q\cdot p'-p\cdot q').$$

The real part is the Euclidean product of the coordinates. Since $J(q',p')=(p',-q')$, the imaginary part is $(q,p)\cdot J(q',p')$, the symplectic form of classical mechanics. A unitary map preserves the whole complex number, so we expect $M$ to preserve both forms.

To prove it with matrices, let $R$ have blocks $a,b,c,d$, read row by row. Then

$$JR=\begin{pmatrix}c&d\\-a&-b\end{pmatrix},\qquad RJ=\begin{pmatrix}-b&a\\-d&c\end{pmatrix}.$$

They agree exactly when $c=-b$ and $d=a$, which is the block form of $M$. Hence $JM=MJ$, and if $M^TM=1$ then $M^TJM=M^TMJ=J$.

**Q:** Does it go backwards? Suppose someone hands me a real $2n\times2n$ matrix $R$ and no $U$.

**A:** If $R^TR=1$ and $R^TJR=J$, then $RR^T=1$ as well, because $R$ is square. Therefore $JR=RR^TJR=RJ$. So $R$ has the block form for some $A$ and $B$, and the first equivalence makes $A+iB$ unitary.

**Q:** Now the Lean version. What is it about?

**A:** The index type `n` is any finite type, so the state space is finite-dimensional. Its elements label the vectors of a fixed orthonormal basis.

```lean
import Mathlib

open Matrix

namespace ClassicalFormOfQuantumDynamics

noncomputable section

variable {n : Type*} [Fintype n] [DecidableEq n]
```

The complex matrix is called `evolution A B`. The function `Complex.ofReal` turns each real entry into a complex one.

```lean
/-- The complex matrix `A + iB` acting on quantum amplitudes. -/
def evolution (A B : Matrix n n ℝ) : Matrix n n ℂ :=
  A.map Complex.ofReal + Complex.I • B.map Complex.ofReal
```

The real matrix is `phaseMap A B`. Its rows and columns are indexed by `n ⊕ n`, two copies of `n`: the left copy labels $q$ and the right copy labels $p$. The arguments of `fromBlocks` run along the top row and then along the bottom row.

```lean
/-- The real block matrix `[[A, -B], [B, A]]` acting on phase space. -/
def phaseMap (A B : Matrix n n ℝ) : Matrix (n ⊕ n) (n ⊕ n) ℝ :=
  fromBlocks A (-B) B A
```

The same ordering fixes the sign convention of $J$.

```lean
/-- The matrix `J = [[0, 1], [-1, 0]]` of the canonical symplectic form. -/
def symplecticJ : Matrix (n ⊕ n) (n ⊕ n) ℝ :=
  fromBlocks 0 1 (-1) 0
```

**Q:** So far these are two unrelated definitions. I could have put the minus sign in the wrong corner and still called the result a phase-space map.

**A:** That is why the coordinates are defined separately, as the real and imaginary parts of the amplitudes.

```lean
/-- Phase-space coordinates of a state: positions are the real parts of the amplitudes,
momenta the imaginary parts. -/
def coords (ψ : n → ℂ) : n ⊕ n → ℝ :=
  Sum.elim (fun i => (ψ i).re) (fun i => (ψ i).im)
```

A small lemma records that entry $(i,j)$ of `evolution A B` has real part $A_{ij}$ and imaginary part $B_{ij}$. Later proofs use it to split complex equations.

```lean
omit [Fintype n] [DecidableEq n] in
/-- The entries of `A + iB` have real part `A i j` and imaginary part `B i j`. -/
@[simp] theorem evolution_apply (A B : Matrix n n ℝ) (i j : n) :
    evolution A B i j = ⟨A i j, B i j⟩ := by
  apply Complex.ext <;> simp [evolution]
```

The next theorem answers your objection: taking coordinates after applying $U$ gives the same vector as applying $M$ to the coordinates. With the minus sign in the wrong corner it would be false. The proof treats the $q$ and $p$ components separately, expands the sums and compares them.

```lean
omit [DecidableEq n] in
/-- Applying `A + iB` to a state is the same as applying `[[A, -B], [B, A]]` to its
phase-space coordinates. -/
theorem coords_evolution (A B : Matrix n n ℝ) (ψ : n → ℂ) :
    coords (evolution A B *ᵥ ψ) = phaseMap A B *ᵥ coords ψ := by
  funext k
  rcases k with i | i <;>
    simp [coords, phaseMap, Matrix.mulVec, dotProduct, Fintype.sum_sum_type,
      Finset.sum_add_distrib, Finset.sum_sub_distrib] <;> ring
```

**Q:** And is `symplecticJ` tied to quantum mechanics, or only to a textbook matrix?

**A:** It is tied to the Hermitian product. In Lean, `star ψ ⬝ᵥ φ` is $\sum_i\overline{\psi_i}\,\varphi_i$, conjugated in the first argument as in Dirac notation. The theorem gives its real and imaginary parts as I wrote them above. Its proof first computes $J(q',p')=(p',-q')$ under the name `hJ`, and then compares the two parts.

```lean
/-- The Hermitian product of two states has the Euclidean product of their coordinates as
real part and the symplectic form as imaginary part. -/
theorem hermitian_product_eq (ψ φ : n → ℂ) :
    star ψ ⬝ᵥ φ =
      ⟨coords ψ ⬝ᵥ coords φ, coords ψ ⬝ᵥ (symplecticJ *ᵥ coords φ)⟩ := by
  -- `J` sends `(q, p)` to `(p, -q)`
  have hJ : symplecticJ *ᵥ coords φ =
      Sum.elim (fun i => (φ i).im) (-(fun i => (φ i).re)) := by
    simp [symplecticJ, coords, fromBlocks_mulVec, Matrix.neg_mulVec]
  rw [hJ]
  apply Complex.ext <;>
    simp [coords, dotProduct, Fintype.sum_sum_type, Finset.sum_add_distrib]
```

**Q:** Then the equivalence should follow from the two products.

**A:** It does, and each product has its own lemma. For $U^\dagger U$, the proof compares real and imaginary parts entry by entry. Note how the answer is stated: it is again an `evolution`, built from $S$ and $K$.

```lean
omit [DecidableEq n] in
/-- For `U = A + iB`, the product `U†U` has real part `AᵀA + BᵀB` and imaginary part
`AᵀB - BᵀA`. -/
theorem evolution_conjTranspose_mul (A B : Matrix n n ℝ) :
    (evolution A B)ᴴ * evolution A B = evolution (Aᵀ * A + Bᵀ * B) (Aᵀ * B - Bᵀ * A) := by
  refine Matrix.ext fun i j => Complex.ext ?_ ?_ <;>
    simp [Matrix.mul_apply, Finset.sum_add_distrib]
  ring
```

For $M^TM$, the proof multiplies the blocks and matches the four of them. The first agrees as it stands, and the other three need only signs and reordering. The result is a `phaseMap` of the same $S$ and $K$.

```lean
omit [DecidableEq n] in
/-- For `M = [[A, -B], [B, A]]`, the product `MᵀM` has the same block form, built from
`AᵀA + BᵀB` and `AᵀB - BᵀA`. -/
theorem phaseMap_transpose_mul (A B : Matrix n n ℝ) :
    (phaseMap A B)ᵀ * phaseMap A B = phaseMap (Aᵀ * A + Bᵀ * B) (Aᵀ * B - Bᵀ * A) := by
  unfold phaseMap
  rw [fromBlocks_transpose, fromBlocks_multiply, fromBlocks_inj, transpose_neg]
  refine ⟨rfl, ?_, ?_, ?_⟩
  · simp only [Matrix.mul_neg]
    abel
  · simp only [Matrix.neg_mul]
    abel
  · simp only [Matrix.neg_mul, Matrix.mul_neg, neg_neg]
    abel
```

What remains is to say when such a pair gives the identity. In both languages the condition is that the first matrix is $1$ and the second is $0$. From the complex side, `hA` and `hB` read this off the real and imaginary parts of each entry; from the real side, it is read off the left-hand blocks.

```lean
omit [Fintype n] in
/-- `A + iB` is the identity on amplitudes exactly when `[[A, -B], [B, A]]` is the identity
on phase space. -/
theorem evolution_eq_one_iff (A B : Matrix n n ℝ) :
    evolution A B = 1 ↔ phaseMap A B = 1 := by
  constructor
  · intro h
    -- compare real and imaginary parts entry by entry
    have hA : A = 1 := by
      refine Matrix.ext fun i j => ?_
      have e := congrArg Complex.re (congrFun (congrFun h i) j)
      by_cases hij : i = j <;> simpa [Matrix.one_apply, hij] using e
    have hB : B = 0 := by
      refine Matrix.ext fun i j => ?_
      have e := congrArg Complex.im (congrFun (congrFun h i) j)
      by_cases hij : i = j <;> simpa [Matrix.one_apply, hij] using e
    rw [hA, hB]
    simp [phaseMap]
  · intro h
    unfold phaseMap at h
    rw [← fromBlocks_one, fromBlocks_inj] at h
    obtain ⟨hA, -, hB, -⟩ := h
    rw [hA, hB]
    simp [evolution]
```

**Q:** And the commutation with $J$?

**A:** It is the block comparison from before. The hypotheses `h1` and `h2` are the two upper blocks of $JR=RJ$, and they give $c=-b$ and $d=a$. The lower blocks repeat the same information and are discarded. In the code the matrix that plays the role of $B$ is the lower left block `c`.

```lean
/-- A real matrix on phase space commutes with `J` exactly when it has the block form
`[[A, -B], [B, A]]`. -/
theorem commutes_with_J_iff (R : Matrix (n ⊕ n) (n ⊕ n) ℝ) :
    symplecticJ * R = R * symplecticJ ↔ ∃ A B, R = phaseMap A B := by
  constructor
  · intro h
    obtain ⟨a, b, c, d, rfl⟩ : ∃ a b c d, R = fromBlocks a b c d :=
      ⟨_, _, _, _, (fromBlocks_toBlocks R).symm⟩
    rw [symplecticJ, fromBlocks_multiply, fromBlocks_multiply, fromBlocks_inj] at h
    obtain ⟨h1, h2, -, -⟩ := h
    have hc : c = -b := by simpa using h1
    have hd : d = a := by simpa using h2
    exact ⟨a, c, by rw [phaseMap, hc, hd, neg_neg]⟩
  · rintro ⟨A, B, rfl⟩
    simp [symplecticJ, phaseMap, fromBlocks_multiply]
```

**Q:** Let me see the main statement. I want to know what "unitary" means there.

**A:** It means $U^\dagger U=1$, and "orthogonal" means $M^TM=1$. For finite square matrices a one-sided inverse is two-sided, so these are the full conditions. The theorem has two parts: the equivalence, and the implication from unitarity to $M^TJM=J$.

```lean
/-- `A + iB` is unitary if and only if `M = [[A, -B], [B, A]]` is orthogonal, and then
`M` preserves the symplectic form: `MᵀJM = J`. -/
theorem unitary_iff_orthogonal_and_symplectic (A B : Matrix n n ℝ) :
    ((evolution A B)ᴴ * evolution A B = 1 ↔ (phaseMap A B)ᵀ * phaseMap A B = 1) ∧
    ((evolution A B)ᴴ * evolution A B = 1 →
      (phaseMap A B)ᵀ * symplecticJ * phaseMap A B = symplecticJ) := by
  have key : (evolution A B)ᴴ * evolution A B = 1 ↔
      (phaseMap A B)ᵀ * phaseMap A B = 1 := by
    rw [evolution_conjTranspose_mul, phaseMap_transpose_mul]
    exact evolution_eq_one_iff _ _
  refine ⟨key, fun hU => ?_⟩
  -- move `J` past `M`, then use orthogonality
  have hJ := (commutes_with_J_iff (phaseMap A B)).mpr ⟨A, B, rfl⟩
  rw [Matrix.mul_assoc, hJ, ← Matrix.mul_assoc, key.mp hU, Matrix.one_mul]
```

In the proof, `key` rewrites both products in terms of $S$ and $K$ and applies the criterion for the identity. The second part moves $J$ to the right past $M$ and then replaces $M^TM$ by $1$.

**Q:** Does the second part need unitarity? The block form already commutes with $J$.

**A:** It does. Take $n=1$, $A=2$ and $B=0$. Then $M$ is twice the identity, it commutes with $J$, and $M^TJM=4J$. A step that stretches the state stretches the symplectic form too.

**Q:** And the converse, where I start from a real matrix?

**A:** That is a theorem of its own. It says that the real matrices that are both orthogonal and symplectic are exactly the block matrices that come from unitary $A+iB$.

```lean
/-- The real matrices on phase space that are both orthogonal and symplectic are exactly
the block matrices `[[A, -B], [B, A]]` with `A + iB` unitary. -/
theorem orthogonal_symplectic_iff_unitary (R : Matrix (n ⊕ n) (n ⊕ n) ℝ) :
    (Rᵀ * R = 1 ∧ Rᵀ * symplecticJ * R = symplecticJ) ↔
      ∃ A B, (evolution A B)ᴴ * evolution A B = 1 ∧ R = phaseMap A B := by
  constructor
  · rintro ⟨h1, h2⟩
    have hR : R * Rᵀ = 1 := mul_eq_one_comm.mp h1
    -- an orthogonal symplectic matrix commutes with `J`
    have hJ : symplecticJ * R = R * symplecticJ := by
      calc symplecticJ * R = (R * Rᵀ) * (symplecticJ * R) := by rw [hR, Matrix.one_mul]
        _ = R * (Rᵀ * symplecticJ * R) := by simp only [Matrix.mul_assoc]
        _ = R * symplecticJ := by rw [h2]
    obtain ⟨A, B, rfl⟩ := (commutes_with_J_iff R).mp hJ
    exact ⟨A, B, (unitary_iff_orthogonal_and_symplectic A B).1.mpr h1, rfl⟩
  · rintro ⟨A, B, hU, rfl⟩
    have h := unitary_iff_orthogonal_and_symplectic A B
    exact ⟨h.1.mp hU, h.2 hU⟩
```

The `calc` block is the line $JR=RR^TJR=RJ$, with `hR` supplying $RR^T=1$. The commutation theorem then produces $A$ and $B$, and the main equivalence turns orthogonality into unitarity. The other direction uses the two parts of the main theorem, one for each condition.

**Q:** Two conditions look like one too many. Suppose I know only that $R$ is symplectic.

**A:** Then for $n=1$ consider $R=\mathrm{diag}(2,\tfrac12)$. A short multiplication gives $R^TJR=J$, but the diagonal entries differ, so $R$ doesn't have the block form. It stretches $q$ and squeezes $p$, which is a respectable linear canonical transformation but not a complex-linear map of amplitudes.

**Q:** And if I know only that $R$ is orthogonal? That is what my code would test if I had filled the four blocks independently.

**A:** Then complex conjugation of the amplitudes would pass your test. It leaves $q$ alone and reverses $p$, so it acts as $T=\mathrm{diag}(1,-1)$ in blocks. This $T$ is orthogonal, yet $T^TJT=-J$. As soon as there is at least one amplitude, $-J$ differs from $J$, and $T$ comes from no unitary matrix.

```lean
/-- Complex conjugation of the amplitudes acts on phase space as `T = [[1, 0], [0, -1]]`,
which is orthogonal but reverses the sign of the symplectic form. -/
theorem conjugation_orthogonal_antisymplectic :
    let T : Matrix (n ⊕ n) (n ⊕ n) ℝ := fromBlocks 1 0 0 (-1)
    (∀ ψ : n → ℂ, coords (star ψ) = T *ᵥ coords ψ) ∧
      Tᵀ * T = 1 ∧ Tᵀ * symplecticJ * T = -symplecticJ := by
  intro T
  refine ⟨fun ψ => ?_, ?_, ?_⟩
  · funext k
    rcases k with i | i <;> simp [T, coords, fromBlocks_mulVec, Matrix.neg_mulVec]
  · simp [T, fromBlocks_transpose, fromBlocks_multiply]
  · simp [T, symplecticJ, fromBlocks_transpose, fromBlocks_multiply, fromBlocks_neg]

end

end ClassicalFormOfQuantumDynamics
```

The first clause of this theorem identifies $T$ with conjugation for every state, and the other two are block multiplications. In your code the blocks are filled from one pair $A$, $B$, so orthogonality alone is enough.

**Q:** I still object to the word "classical". Have we just shown that quantum mechanics is classical mechanics?

**A:** No. A real linear map that preserves $J$ is a linear canonical transformation of $2n$ real coordinates, and "classical" refers to that form and nothing more. The "positions" and "momenta" are real and imaginary parts of amplitudes in the chosen basis, not positions and momenta of particles. There is no classical limit here, and measurement doesn't appear.

**Q:** There is no Hamiltonian either, and no time.

**A:** Right. The theorems concern one matrix at a time. They don't derive $U$ from a Schrödinger equation, and they don't say that your integrator produces a unitary $U$; they say what it means for the real matrix if it does. The entries are exact real numbers, so rounding errors aren't covered.

**Q:** Then what may I rely on in my calculation?

**A:** For a finite orthonormal basis and exact arithmetic, a propagation step whose real matrix is filled from one pair $A$, $B$ in the block form of $M$ is unitary precisely when that matrix is orthogonal, and a unitary step also preserves the symplectic form. If the real matrix comes from elsewhere, test both $R^TR=1$ and $R^TJR=J$ before you read it as a quantum evolution.

```lean
#print axioms ClassicalFormOfQuantumDynamics.coords_evolution
#print axioms ClassicalFormOfQuantumDynamics.hermitian_product_eq
#print axioms ClassicalFormOfQuantumDynamics.orthogonal_symplectic_iff_unitary
#print axioms ClassicalFormOfQuantumDynamics.conjugation_orthogonal_antisymplectic
```

```
'ClassicalFormOfQuantumDynamics.coords_evolution' depends on axioms: [propext, Classical.choice, Quot.sound]
'ClassicalFormOfQuantumDynamics.hermitian_product_eq' depends on axioms: [propext, Classical.choice, Quot.sound]
'ClassicalFormOfQuantumDynamics.orthogonal_symplectic_iff_unitary' depends on axioms: [propext, Classical.choice, Quot.sound]
'ClassicalFormOfQuantumDynamics.conjugation_orthogonal_antisymplectic' depends on axioms: [propext, Classical.choice, Quot.sound]
```
